# For a finite real symmetric Hamiltonian, propagator entries at nonzero imaginary frequency iw are at most 1/|w| in modulus

The lemma `green_bound` concerns a non-interacting model on finitely many sites, with a real symmetric Hamiltonian matrix H and zero chemical potential. It states that for real w ≠ 0 every entry of the propagator G = (iw − H)⁻¹ satisfies |G_ij|² ≤ 1/w². The attempt takes column j of G, whose squared norm is N, and uses the earlier identity `im_expectation` to get −Im G_jj = wN. Since |G_jj|² ≤ N, this gives w²N² ≤ N and hence w²N ≤ 1, and the bound follows from |G_ij|² ≤ N.

Lean 4 with Mathlib refuses this proof:

```lean
import Mathlib

open Matrix ComplexConjugate

noncomputable section

namespace RKKYSublattice

variable {ι : Type*} [Fintype ι] [DecidableEq ι]

/-- The matrix `i w - H` at imaginary frequency `i w`, with zero chemical potential. -/
def kernel (H : Matrix ι ι ℝ) (w : ℝ) : Matrix ι ι ℂ :=
  (Complex.I * (w : ℂ)) • (1 : Matrix ι ι ℂ) - H.map Complex.ofReal

/-- The propagator `G = (i w - H)⁻¹`, for `i w - H` invertible. -/
def green (H : Matrix ι ι ℝ) (w : ℝ) : Matrix ι ι ℂ := (kernel H w)⁻¹

/-- For symmetric `H` and any complex vector `v`, the imaginary part of `v† (i w - H) v` is `w`
times the squared norm of `v`. -/
theorem im_expectation {H : Matrix ι ι ℝ} (hH : H.IsSymm) (w : ℝ) (v : ι → ℂ) :
    ∑ i, (conj (v i) * (kernel H w *ᵥ v) i).im = w * ∑ i, Complex.normSq (v i) := by
  -- the Hermitian part contributes an antisymmetric double sum
  have h0 : ∑ i, ∑ j, H i j * ((v i).re * (v j).im - (v i).im * (v j).re) = 0 := by
    have hs : ∑ i, ∑ j, H i j * ((v i).re * (v j).im - (v i).im * (v j).re)
        = -∑ i, ∑ j, H i j * ((v i).re * (v j).im - (v i).im * (v j).re) := by
      conv_lhs => rw [Finset.sum_comm]
      rw [← Finset.sum_neg_distrib]
      refine Finset.sum_congr rfl fun i _ => ?_
      rw [← Finset.sum_neg_distrib]
      refine Finset.sum_congr rfl fun j _ => ?_
      rw [hH.apply i j]
      ring
    linarith
  have h1 : ∀ i, (conj (v i) * (kernel H w *ᵥ v) i).im = w * Complex.normSq (v i)
      - ∑ j, H i j * ((v i).re * (v j).im - (v i).im * (v j).re) := by
    intro i
    have he : (kernel H w *ᵥ v) i = Complex.I * w * v i - ∑ j, (H i j : ℂ) * v j := by
      rw [kernel, Matrix.sub_mulVec, Matrix.smul_mulVec, Matrix.one_mulVec]
      simp [Matrix.mulVec, dotProduct]
    have hre : (∑ j, (H i j : ℂ) * v j).re = ∑ j, H i j * (v j).re := by
      simp [Complex.re_sum]
    have him : (∑ j, (H i j : ℂ) * v j).im = ∑ j, H i j * (v j).im := by
      simp [Complex.im_sum]
    have hsum : ∑ j, H i j * ((v i).re * (v j).im - (v i).im * (v j).re)
        = (v i).re * ∑ j, H i j * (v j).im - (v i).im * ∑ j, H i j * (v j).re := by
      rw [Finset.mul_sum, Finset.mul_sum, ← Finset.sum_sub_distrib]
      exact Finset.sum_congr rfl fun j _ => by ring
    rw [he, hsum, ← hre, ← him]
    simp only [Complex.mul_im, Complex.mul_re, Complex.sub_im, Complex.sub_re, Complex.conj_re,
      Complex.conj_im, Complex.I_re, Complex.I_im, Complex.ofReal_re, Complex.ofReal_im,
      Complex.normSq_apply]
    ring
  rw [Finset.sum_congr rfl fun i _ => h1 i, Finset.sum_sub_distrib, h0, Finset.mul_sum, sub_zero]

/-- For symmetric `H` and `w ≠ 0` the propagator is a true inverse of `i w - H`. -/
theorem kernel_mul_green {H : Matrix ι ι ℝ} (hH : H.IsSymm) {w : ℝ} (hw : w ≠ 0) :
    kernel H w * green H w = 1 := by
  refine Matrix.mul_nonsing_inv _ (isUnit_iff_ne_zero.mpr fun hdet => ?_)
  obtain ⟨v, hv, hMv⟩ := Matrix.exists_mulVec_eq_zero_iff.mpr hdet
  have h := im_expectation hH w v
  simp only [hMv, Pi.zero_apply, mul_zero, Complex.zero_im, Finset.sum_const_zero] at h
  have hN := (mul_eq_zero.mp h.symm).resolve_left hw
  have hz := (Finset.sum_eq_zero_iff_of_nonneg fun i _ => Complex.normSq_nonneg (v i)).mp hN
  exact hv (funext fun i => Complex.normSq_eq_zero.mp (hz i (Finset.mem_univ i)))

/-- For symmetric `H` and `w ≠ 0`, every propagator entry obeys `|G_ij|² ≤ 1 / w²`. -/
theorem green_bound {H : Matrix ι ι ℝ} (hH : H.IsSymm) {w : ℝ} (hw : w ≠ 0) (i j : ι) :
    Complex.normSq (green H w i j) ≤ 1 / w ^ 2 := by
  have h := im_expectation hH w (fun k => green H w k j)
  have hcol : ∀ k, (kernel H w *ᵥ fun k => green H w k j) k = (1 : Matrix ι ι ℂ) k j := by
    intro k
    rw [← kernel_mul_green hH hw]
    rfl
  have hle : ∀ k, Complex.normSq (green H w k j) ≤ ∑ l, Complex.normSq (green H w l j) :=
    fun k => Finset.single_le_sum (f := fun l => Complex.normSq (green H w l j))
      (fun l _ => Complex.normSq_nonneg _) (Finset.mem_univ k)
  simp only [hcol] at h
  have hl : ∑ k, (conj (green H w k j) * (1 : Matrix ι ι ℂ) k j).im
      = -(green H w j j).im := by
    simp [Matrix.one_apply]
  rw [hl] at h
  have hi := hle i
  have hj := hle j
  have hN0 := (Complex.normSq_nonneg (green H w i j)).trans hi
  generalize ∑ l, Complex.normSq (green H w l j) = N at h hi hj hN0
  rw [Complex.normSq_apply (green H w j j)] at hj
  have h3 : w ^ 2 * N * N ≤ N := by
    have h2 : w ^ 2 * N * N = (green H w j j).im * (green H w j j).im := by
      linear_combination (-(w * N) + (green H w j j).im) * h
    rw [h2]
    linarith [mul_self_nonneg (green H w j j).re]
  have h4 : w ^ 2 * N ≤ 1 := by
    by_contra hc
    have hc' := lt_of_not_ge hc
    have hNpos : 0 < N := by
      rcases hN0.eq_or_lt with h0 | h0
      · rw [← h0] at hc'
        norm_num at hc'
      · exact h0
    linarith [mul_lt_mul_of_pos_right hc' hNpos]
  have hw2 : 0 < w ^ 2 := by positivity
  rw [le_div_iff₀ hw2]
  linarith [mul_le_mul_of_nonneg_left hi hw2.le]

end RKKYSublattice
```

Messages:

```
Main.lean:79:31: error: unsolved goals
ι : Type u_1
inst✝¹ : Fintype ι
inst✝ : DecidableEq ι
H : Matrix ι ι ℝ
hH : H.IsSymm
w : ℝ
hw : w ≠ 0
i j : ι
hcol : ∀ (k : ι), (kernel H w *ᵥ fun k => green H w k j) k = 1 k j
hle : ∀ (k : ι), Complex.normSq (green H w k j) ≤ ∑ l, Complex.normSq (green H w l j)
h : ∑ x, ((starRingEnd ℂ) (green H w x j) * 1 x j).im = w * ∑ i, Complex.normSq (green H w i j)
⊢ ∑ x, (if x = j then (starRingEnd ℂ) (green H w x j) else 0).im = -(green H w j j).im
```

Cause. The one error is an unsolved goal in `hl`, the step saying that a sum over sites against column j of the identity matrix leaves only −Im G_jj. With `Matrix.one_apply`, `simp` turned each identity entry into an `if` and absorbed the product into it, but then stopped at a sum of terms `(if x = j then … else 0).im`. The lemma that collapses such a sum, `Finset.sum_ite_eq'`, needs the summand itself to be an `if`. Here the `if` sits inside `.im`, and `simp` did not move `.im` into the branches, so the sum stayed.

The repair picks out the term by hand with `Finset.sum_eq_single j`, which leaves three goals. At j the identity entry is 1, and `Complex.conj_im` supplies the minus sign. At any other site the entry is 0, so the term vanishes. The last goal covers the case that j is not in the index set, which `Finset.mem_univ j` rules out.

After these edits no error is left:

```diff
@@ -78,5 +78,10 @@
   have hl : ∑ k, (conj (green H w k j) * (1 : Matrix ι ι ℂ) k j).im
       = -(green H w j j).im := by
-    simp [Matrix.one_apply]
+    rw [Finset.sum_eq_single j]
+    · rw [Matrix.one_apply_eq, mul_one, Complex.conj_im]
+    · intro k _ hk
+      rw [Matrix.one_apply_ne hk, mul_zero, Complex.zero_im]
+    · intro hj
+      exact absurd (Finset.mem_univ j) hj
   rw [hl] at h
   have hi := hle i
```
